# An endothermic double-well profile whose barrier lies nearer the reactant

Let $x$ run from a reactant at $0$ to a product at $1$, and let the energy be
$$E(x)=x^2(1-x)^2+e\,\bigl[3x^2-2x^3+24x^2(1-x)^2(1-2x)\bigr].$$
For $0<e<1/27$, both ends are strict local minima, with energies $0$ and $e$, and the unique highest point on $[0,1]$ lies below $1/2$. The reaction is endothermic and its barrier is early.

Hammond's postulate is often read as saying that an endothermic reaction has a late, product-like transition state. This profile shows that a smooth double well with an uphill reaction energy does not imply that. It leaves open how well the postulate serves as an empirical rule for families of related reactions.

## The profile

Replace $24$ by a real parameter $c$ and write $E_{c,e}$ for the energy. The first part of the bracket is a smooth step from $0$ to $1$. The $c$ term stands for an influence, such as a substituent, that raises the energy before the midpoint and lowers it after the midpoint when $c>0$ and $e>0$. It leaves the energies of both ends unchanged, but not the curvatures there. The letter $e$ is the reaction energy, not a charge; energies are dimensionless, and the untilted barrier is $1/16$.

In the code the three functions are `doubleWell`, `tilt` and `energy`, defined for all real $x$. Only $[0,1]$ and the immediate surroundings of its ends serve as the model: for $ec>0$ the energy falls without bound as $x\to\infty$. A transition state is a maximiser on $[0,1]$. The step to a molecule is to identify $x$ with geometric progress along a minimum-energy path, so that this maximum is a saddle point of the full surface; the hypotheses say nothing about that.

In Lean 4 with Mathlib:

```lean
import Mathlib

open Set Filter Topology

namespace HammondCounterexample

noncomputable section

/-- The symmetric double well `x²(1-x)²`, with wells at `0` (reactant) and `1` (product). -/
def doubleWell (x : ℝ) : ℝ := x ^ 2 * (1 - x) ^ 2

/-- A perturbation equal to `0` at the reactant and `1` at the product: a smooth step
plus `c` times a term that is odd about the midpoint. -/
def tilt (c x : ℝ) : ℝ :=
  3 * x ^ 2 - 2 * x ^ 3 + c * (x ^ 2 * (1 - x) ^ 2 * (1 - 2 * x))

/-- The energy profile: the double well plus `e` times the tilt. -/
def energy (c e x : ℝ) : ℝ := doubleWell x + e * tilt c x
```

## (a) The slope

**Task.** With $u=1-2x$, show that
$$E_{c,e}'(x)=x(1-x)\Bigl[2u+e\Bigl(6-\frac c2+\frac{5c}{2}u^2\Bigr)\Bigr].$$

**Solution.** The double well has slope $2x(1-x)u$ and the step has slope $6x(1-x)$. The remaining term gives
$$\bigl(x^2(1-x)^2u\bigr)'=2x(1-x)u^2-2x^2(1-x)^2.$$
Since $x(1-x)=(1-u^2)/4$, this equals $x(1-x)\bigl(\tfrac52u^2-\tfrac12\bigr)$. Add the three with weights $1$, $e$ and $ec$.

`HasDerivAt` says that the derivative exists at $x$ and has this value. The proof assembles it from the product and power rules, and `ring` does the factoring.

```lean
/-- The slope of the energy profile, with the factor `x(1-x)` of the two wells split off. -/
theorem hasDerivAt_energy (c e x : ℝ) :
    HasDerivAt (energy c e)
      (x * (1 - x) * (2 * (1 - 2 * x) + e * (6 - c / 2 + 5 * c / 2 * (1 - 2 * x) ^ 2))) x := by
  have hx : HasDerivAt (fun y : ℝ => y) 1 x := hasDerivAt_id' x
  have h1 : HasDerivAt (fun y : ℝ => 1 - y) (-1) x := by
    simpa using hx.const_sub 1
  have h2 : HasDerivAt (fun y : ℝ => 1 - 2 * y) (-2) x := by
    simpa using (hx.const_mul (2 : ℝ)).const_sub 1
  have hV := (hx.fun_pow 2).fun_mul (h1.fun_pow 2)
  have hT := (((hx.fun_pow 2).const_mul (3 : ℝ)).fun_sub
    ((hx.fun_pow 3).const_mul (2 : ℝ))).fun_add ((hV.fun_mul h2).const_mul c)
  refine (hV.fun_add (hT.const_mul e)).congr_deriv ?_
  simp only [Nat.cast_ofNat, Nat.reduceSub, pow_one]
  ring
```

## (b) Two wells

**Task.** Show that $0$ and $1$ are strict local minima if $|e(3+c)|<1$.

**Solution.** Factor the energy differences:
$$E_{c,e}(x)-E_{c,e}(0)=x^2\bigl[(1-x)^2+e\bigl(3-2x+c(1-x)^2(1-2x)\bigr)\bigr],$$
$$E_{c,e}(x)-E_{c,e}(1)=(1-x)^2\bigl[x^2+e\bigl(cx^2(1-2x)-1-2x\bigr)\bigr].$$
At $x=0$ the first bracket is $1+e(3+c)>0$; at $x=1$ the second is $1-e(3+c)>0$. By continuity each stays positive nearby, and the squared prefactor is positive away from the well.

The notation `∀ᶠ x in 𝓝[≠] 0` means "for all $x\neq0$ close enough to $0$", on both sides. In the proof, `hev` is the continuity step and `hp` the positive product.

```lean
/-- If `|e(3+c)| < 1`, reactant and product are both strict local minima. -/
theorem strict_minima {c e : ℝ} (h : |e * (3 + c)| < 1) :
    (∀ᶠ x in 𝓝[≠] (0 : ℝ), energy c e 0 < energy c e x) ∧
    (∀ᶠ x in 𝓝[≠] (1 : ℝ), energy c e 1 < energy c e x) := by
  obtain ⟨hl, hr⟩ := abs_lt.mp h
  constructor
  · -- the energy above the reactant is x² times a factor positive near 0
    have hc : Continuous fun x : ℝ =>
        (1 - x) ^ 2 + e * (3 - 2 * x + c * ((1 - x) ^ 2 * (1 - 2 * x))) := by fun_prop
    have hev : ∀ᶠ x in 𝓝 (0 : ℝ),
        0 < (1 - x) ^ 2 + e * (3 - 2 * x + c * ((1 - x) ^ 2 * (1 - 2 * x))) :=
      (isOpen_lt continuous_const hc).mem_nhds (by
        simp only [Set.mem_ofPred_eq]
        linarith)
    filter_upwards [hev.filter_mono nhdsWithin_le_nhds, self_mem_nhdsWithin] with x hx hne
    have hne' : x ≠ 0 := hne
    have hp := mul_pos (lt_of_le_of_ne (sq_nonneg x) (pow_ne_zero 2 hne').symm) hx
    simp only [energy, tilt, doubleWell]
    nlinarith [hp]
  · -- the energy above the product is (1-x)² times a factor positive near 1
    have hc : Continuous fun x : ℝ =>
        x ^ 2 + e * (c * (x ^ 2 * (1 - 2 * x)) - 1 - 2 * x) := by fun_prop
    have hev : ∀ᶠ x in 𝓝 (1 : ℝ),
        0 < x ^ 2 + e * (c * (x ^ 2 * (1 - 2 * x)) - 1 - 2 * x) :=
      (isOpen_lt continuous_const hc).mem_nhds (by
        simp only [Set.mem_ofPred_eq]
        linarith)
    filter_upwards [hev.filter_mono nhdsWithin_le_nhds, self_mem_nhdsWithin] with x hx hne
    have hne' : 1 - x ≠ 0 := sub_ne_zero.mpr (Ne.symm hne)
    have hp := mul_pos (lt_of_le_of_ne (sq_nonneg (1 - x)) (pow_ne_zero 2 hne').symm) hx
    simp only [energy, tilt, doubleWell]
    nlinarith [hp]
```

## (c) Losing the product

**Task.** Show that $1$ is not a local minimum if $e(3+c)>1$.

**Solution.** The second bracket in (b) is now negative at $x=1$, hence also nearby. Points close to $1$ therefore lie below $E_{c,e}(1)$.

`IsLocalMin` allows ties, so even a non-strict minimum is excluded. The proof derives `False` at all nearby points other than $1$, and such points exist. The borderline $e(3+c)=1$ is left undecided.

```lean
/-- If `e(3+c) > 1`, the product is no longer a local minimum. -/
theorem product_well_lost {c e : ℝ} (h : 1 < e * (3 + c)) :
    ¬ IsLocalMin (energy c e) 1 := by
  intro hmin
  have hmin' : ∀ᶠ x in 𝓝 (1 : ℝ), energy c e 1 ≤ energy c e x := hmin
  have hc : Continuous fun x : ℝ =>
      x ^ 2 + e * (c * (x ^ 2 * (1 - 2 * x)) - 1 - 2 * x) := by fun_prop
  have hev : ∀ᶠ x in 𝓝 (1 : ℝ),
      x ^ 2 + e * (c * (x ^ 2 * (1 - 2 * x)) - 1 - 2 * x) < 0 :=
    (isOpen_lt hc continuous_const).mem_nhds (by
      simp only [Set.mem_ofPred_eq]
      linarith)
  have hF : ∀ᶠ _x in 𝓝[≠] (1 : ℝ), False := by
    filter_upwards [hev.filter_mono nhdsWithin_le_nhds,
      hmin'.filter_mono nhdsWithin_le_nhds, self_mem_nhdsWithin] with x hx hm hne
    have hne' : 1 - x ≠ 0 := sub_ne_zero.mpr (Ne.symm hne)
    have hp := mul_neg_of_pos_of_neg
      (lt_of_le_of_ne (sq_nonneg (1 - x)) (pow_ne_zero 2 hne').symm) hx
    simp only [energy, tilt, doubleWell] at hm
    nlinarith [hp]
  obtain ⟨_, hfalse⟩ := hF.exists
  exact hfalse
```

## (d) The condition at the top

**Task.** Let $0<e<1/8$ and let $x$ maximise $E_{c,e}$ on $[0,1]$. Show that $0<x<1$ and
$$2(1-2x)+e\Bigl(6-\frac c2+\frac{5c}{2}(1-2x)^2\Bigr)=0.$$

**Solution.** The midpoint energy is $1/16+e/2$. It exceeds $E_{c,e}(0)=0$, and it exceeds $E_{c,e}(1)=e$ because $e<1/8$. So the maximiser is neither end, the slope vanishes there, and $x(1-x)\neq0$ can be divided out of (a).

`IsMaxOn` says that no point of the interval `Icc 0 1` is higher; `hx` separately puts $x$ in that interval. The facts `h0` and `h1` exclude the ends.

In a climbing-image nudged elastic band calculation, the highest image is pushed uphill along the path until the force component along the path vanishes. For this one-dimensional profile, that is the equation above.

```lean
/-- For `0 < e < 1/8`, a highest point of the path from reactant to product lies strictly
between them and satisfies the stationarity condition. -/
theorem barrier_stationary {c e x : ℝ} (he : 0 < e) (he' : e < 1 / 8)
    (hx : x ∈ Icc (0 : ℝ) 1) (hmax : IsMaxOn (energy c e) (Icc 0 1) x) :
    x ∈ Ioo (0 : ℝ) 1 ∧
      2 * (1 - 2 * x) + e * (6 - c / 2 + 5 * c / 2 * (1 - 2 * x) ^ 2) = 0 := by
  -- the midpoint lies above both wells
  have hm : energy c e (1 / 2) ≤ energy c e x :=
    isMaxOn_iff.mp hmax _ ⟨by norm_num, by norm_num⟩
  have hhalf : energy c e (1 / 2) = 1 / 16 + e / 2 := by
    simp only [energy, tilt, doubleWell]
    ring
  have hzero : energy c e 0 = 0 := by
    simp only [energy, tilt, doubleWell]
    ring
  have hone : energy c e 1 = e := by
    simp only [energy, tilt, doubleWell]
    ring
  have h0 : x ≠ 0 := by
    intro h
    rw [h] at hm
    linarith
  have h1 : x ≠ 1 := by
    intro h
    rw [h] at hm
    linarith
  have ha : 0 < x := lt_of_le_of_ne hx.1 h0.symm
  have hb : x < 1 := lt_of_le_of_ne hx.2 h1
  have hz := (hmax.isLocalMax (Icc_mem_nhds ha hb)).hasDerivAt_eq_zero
    (hasDerivAt_energy c e x)
  exact ⟨⟨ha, hb⟩, (mul_eq_zero.mp hz).resolve_left (mul_pos ha (sub_pos.mpr hb)).ne'⟩
```

## (e) Which side of the midpoint

**Task.** Let $c>12$, $e>0$ and $e(3+c)<1$. Show that every maximiser satisfies $x<1/2$.

**Solution.** Here $3+c>15$, so $e<1/15$ and (d) applies. Suppose $x\ge1/2$, so that $-1<u\le0$. The left side of the condition in (d) is a convex function of $u$. At $u=0$ it is $-e(c-12)/2<0$, and at $u=-1$ it is $-2\bigl(1-e(3+c)\bigr)<0$. It is therefore negative in between, which contradicts (d).

The condition $c>12$ means that the tilt slopes downwards at the midpoint although it rises overall. In the code, `hA` and `hB` are the two end values, with sign reversed and up to positive factors, times their interpolation weights, `hC` is the convexity term, and `nlinarith` adds them up.

```lean
/-- For `c > 12`, `e > 0` and `e(3+c) < 1`, every highest point of the path lies closer to
the reactant than to the product. -/
theorem early_barrier {c e x : ℝ} (hc : 12 < c) (he : 0 < e) (hce : e * (3 + c) < 1)
    (hx : x ∈ Icc (0 : ℝ) 1) (hmax : IsMaxOn (energy c e) (Icc 0 1) x) : x < 1 / 2 := by
  have hec := mul_pos he (sub_pos.mpr hc)
  obtain ⟨hI, hs⟩ := barrier_stationary he (by nlinarith) hx hmax
  by_contra hcon
  have hge : 1 / 2 ≤ x := not_lt.mp hcon
  -- convexity: the slope factor is negative at 1/2 and at 1, hence between them
  have hA : 0 < (2 - 2 * x) * (e * (c - 12)) := mul_pos (by linarith [hI.2]) hec
  have hB : 0 ≤ (2 * x - 1) * (1 - e * (3 + c)) :=
    mul_nonneg (by linarith) (by linarith)
  have hC : 0 ≤ (e * c) * ((2 * x - 1) * (2 - 2 * x)) :=
    mul_nonneg (mul_nonneg he.le (by linarith))
      (mul_nonneg (by linarith) (by linarith [hI.2]))
  nlinarith [hA, hB, hC]
```

## (f) Raising the reaction energy

**Task.** Let $c>12$, $0<e_1<e_2$ and $e_2(3+c)<1$, with maximisers $x_1$ and $x_2$. Show that $x_2<x_1$.

**Solution.** Put $K(x)=\frac c2-6-\frac{5c}{2}(1-2x)^2$. By (d), $2(1-2x_i)=e_iK(x_i)$, and by (e) both $x_i<1/2$, so $K(x_1)>0$. If $x_1\le x_2$, then $K(x_2)\ge K(x_1)$, since $K$ increases up to the midpoint. Hence
$$2(1-2x_2)\ge e_2K(x_1)>e_1K(x_1)=2(1-2x_1),$$
which gives $x_2<x_1$, a contradiction.

At fixed $c$, the barrier thus moves towards the reactant as the reaction becomes more endothermic. This is opposite to the Hammond shift, which is towards the product. The odd term has weight $ec$ and so grows along with $e$; if $ec$ were held fixed instead, raising $e$ would move the barrier towards the product. `hK` is the positivity of $K(x_1)$ and `hmono` the monotonicity.

```lean
/-- For fixed `c > 12` and two positive reaction energies `e` with `e(3+c) < 1`, the larger one has
its barrier strictly nearer the reactant. -/
theorem anti_hammond_shift {c e₁ e₂ x₁ x₂ : ℝ} (hc : 12 < c) (he : 0 < e₁) (hlt : e₁ < e₂)
    (hce : e₂ * (3 + c) < 1)
    (hx₁ : x₁ ∈ Icc (0 : ℝ) 1) (hmax₁ : IsMaxOn (energy c e₁) (Icc 0 1) x₁)
    (hx₂ : x₂ ∈ Icc (0 : ℝ) 1) (hmax₂ : IsMaxOn (energy c e₂) (Icc 0 1) x₂) : x₂ < x₁ := by
  have he₂ : 0 < e₂ := he.trans hlt
  have hce₁ : e₁ * (3 + c) < 1 := by
    nlinarith [mul_pos (sub_pos.mpr hlt) (show (0 : ℝ) < 3 + c by linarith)]
  have hsmall : e₂ < 1 / 8 := by nlinarith [mul_pos he₂ (sub_pos.mpr hc)]
  have h₁ := early_barrier hc he hce₁ hx₁ hmax₁
  have h₂ := early_barrier hc he₂ hce hx₂ hmax₂
  have s₁ := (barrier_stationary he (hlt.trans hsmall) hx₁ hmax₁).2
  have s₂ := (barrier_stationary he₂ hsmall hx₂ hmax₂).2
  by_contra hcon
  have hle : x₁ ≤ x₂ := not_lt.mp hcon
  -- the tilt slopes downwards at the first barrier
  have hK : 0 < c / 2 - 6 - 5 * c / 2 * (1 - 2 * x₁) ^ 2 := by
    refine (mul_pos_iff_of_pos_left he).mp ?_
    linarith
  have hmono : 0 ≤ c * ((x₂ - x₁) * (2 - 2 * x₁ - 2 * x₂)) :=
    mul_nonneg (by linarith) (mul_nonneg (by linarith) (by linarith))
  have hA := mul_pos (sub_pos.mpr hlt) hK
  have hB := mul_nonneg he₂.le hmono
  linarith
```

## (g) A single barrier

**Task.** Under the conditions of (e), show that there is exactly one highest point on $[0,1]$ and that it lies in $(0,1/2)$.

**Solution.** A continuous function on $[0,1]$ attains its maximum, and (d) and (e) place a maximiser $x$ in $(0,1/2)$. If $y$ is equally high, it is a maximiser too. Subtracting the two conditions from (d) and halving gives
$$(y-x)\Bigl[2+\frac{5ec}{2}(2-2x-2y)\Bigr]=0.$$
Both points are below $1/2$, so the bracket is positive and $y=x$.

The theorem expresses uniqueness by making every other point of the interval strictly lower. `hprod` is the displayed equation.

```lean
/-- For `c > 12`, `e > 0` and `e(3+c) < 1`, the path has exactly one highest point, and it
lies between the reactant and the midpoint. -/
theorem unique_early_barrier {c e : ℝ} (hc : 12 < c) (he : 0 < e) (hce : e * (3 + c) < 1) :
    ∃ x ∈ Ioo (0 : ℝ) (1 / 2), ∀ y ∈ Icc (0 : ℝ) 1, y ≠ x → energy c e y < energy c e x := by
  have hsmall : e < 1 / 8 := by nlinarith [mul_pos he (sub_pos.mpr hc)]
  have hcont : ContinuousOn (energy c e) (Icc 0 1) := fun x _ =>
    (hasDerivAt_energy c e x).continuousAt.continuousWithinAt
  obtain ⟨x, hx, hmax⟩ :=
    isCompact_Icc.exists_isMaxOn (nonempty_Icc.mpr (zero_le_one' ℝ)) hcont
  obtain ⟨hI, hs⟩ := barrier_stationary he hsmall hx hmax
  have hxh := early_barrier hc he hce hx hmax
  refine ⟨x, ⟨hI.1, hxh⟩, fun y hy hne => ?_⟩
  refine lt_of_le_of_ne (isMaxOn_iff.mp hmax y hy) fun heq => hne ?_
  -- a second point of the same height would be stationary as well
  have hmaxy : IsMaxOn (energy c e) (Icc 0 1) y :=
    isMaxOn_iff.mpr fun z hz => (isMaxOn_iff.mp hmax z hz).trans heq.ge
  have hyh := early_barrier hc he hce hy hmaxy
  have hsy := (barrier_stationary he hsmall hy hmaxy).2
  have hprod : (y - x) * (2 + 5 / 2 * (e * c * (2 - 2 * x - 2 * y))) = 0 := by
    linear_combination (hs - hsy) / 2
  have hp : 0 < e * c * (2 - 2 * x - 2 * y) :=
    mul_pos (mul_pos he (by linarith)) (by linarith)
  have hq : 0 < 2 + 5 / 2 * (e * c * (2 - 2 * x - 2 * y)) := by linarith
  exact sub_eq_zero.mp ((mul_eq_zero.mp hprod).resolve_right hq.ne')
```

## (h) The case $c=24$

**Task.** For $0<e<1/27$, establish the claim made at the start.

**Solution.** Substitution gives $E_{24,e}(0)=0$ and $E_{24,e}(1)=e$. Since $3+c=27$, the bound on $e$ is $e(3+c)<1$, so (b) supplies the minima and (g) the barrier.

For a numerical instance take $e=2/117\approx0.0171$. The condition in (d) becomes $2u+e(60u^2-6)=0$. At $u=1/20$ the terms are $0.1$ and $\frac{2}{117}(-5.85)=-0.1$, so the barrier is at $x=19/40=0.475$. Its height is about $0.0714$, against $0.0710$ at the midpoint.

```lean
/-- An endothermic profile with an early barrier: for `c = 24` and `0 < e < 1/27`, reactant and
product are strict local minima with energies `0` and `e`, and the unique highest point between them
lies below `1/2`. -/
theorem hammond_counterexample {e : ℝ} (he : 0 < e) (he' : e < 1 / 27) :
    (energy 24 e 0 = 0 ∧ energy 24 e 1 = e) ∧
    (∀ᶠ x in 𝓝[≠] (0 : ℝ), energy 24 e 0 < energy 24 e x) ∧
    (∀ᶠ x in 𝓝[≠] (1 : ℝ), energy 24 e 1 < energy 24 e x) ∧
    ∃ x ∈ Ioo (0 : ℝ) (1 / 2),
      ∀ y ∈ Icc (0 : ℝ) 1, y ≠ x → energy 24 e y < energy 24 e x := by
  have hmin := strict_minima (c := 24) (e := e) (abs_lt.mpr ⟨by linarith, by linarith⟩)
  refine ⟨⟨?_, ?_⟩, hmin.1, hmin.2,
    unique_early_barrier (by norm_num) he (by linarith)⟩
  · simp only [energy, tilt, doubleWell]
    ring
  · simp only [energy, tilt, doubleWell]
    ring
```

## (i) The step alone

**Task.** For $c=0$ and $0<e<1/8$, show that the maximiser is
$$x=\frac12+\frac{3e}{2}.$$

**Solution.** The condition in (d) reduces to $2(1-2x)+6e=0$, which is linear in $x$; `linear_combination` solves it.

This is the usual Hammond shift. At $e=2/117$ the barrier sits at about $0.526$, whereas $c=24$ puts it at $0.475$ with the same reaction energy. In this one-coordinate model, the reaction energy alone does not tell a transition-state search which side of the midpoint to start from.

```lean
/-- Without the odd term (`c = 0`) and for `0 < e < 1/8`, the highest point of the path
is at `1/2 + 3e/2`, on the product side. -/
theorem hammond_shift_plain_step {e x : ℝ} (he : 0 < e) (he' : e < 1 / 8)
    (hx : x ∈ Icc (0 : ℝ) 1) (hmax : IsMaxOn (energy 0 e) (Icc 0 1) x) :
    x = 1 / 2 + 3 * e / 2 := by
  have hs := (barrier_stationary he he' hx hmax).2
  linear_combination (-1 / 4) * hs

end

end HammondCounterexample
```

```lean
#print axioms HammondCounterexample.product_well_lost
-- 'HammondCounterexample.product_well_lost' depends on axioms: [propext, Classical.choice, Quot.sound]
#print axioms HammondCounterexample.anti_hammond_shift
-- 'HammondCounterexample.anti_hammond_shift' depends on axioms: [propext, Classical.choice, Quot.sound]
#print axioms HammondCounterexample.hammond_counterexample
-- 'HammondCounterexample.hammond_counterexample' depends on axioms: [propext, Classical.choice, Quot.sound]
#print axioms HammondCounterexample.hammond_shift_plain_step
-- 'HammondCounterexample.hammond_shift_plain_step' depends on axioms: [propext, Classical.choice, Quot.sound]
```
